# The cubic coefficient of the Friedel asymmetry of a weak phase object

A phase object is a thin specimen that shifts the phase of a transmitted wave and leaves its amplitude unchanged. Its Friedel asymmetry is the difference between the intensities diffracted into $h$ and $-h$. For small phase shifts this difference has no first-order or second-order term in the phase strength. We want its third-order coefficient, which vanishes for some specimens.

The specimen is one-dimensional and periodic, sampled on $N\ge 1$ pixels. Positions $x$ and reflections $h$ are both elements of `ZMod N`, the integers modulo $N$.

```lean
import Mathlib

open Filter Topology ComplexConjugate

namespace FriedelPhaseObject

noncomputable section

variable {N : ℕ} [NeZero N]
```

The structure factor of a transmission function $f$ is the unnormalised sum

$$F(h)=\sum_x f(x)\,e^{-2\pi i xh/N}.$$

The exponential is `ZMod.stdAddChar (-(x * h))`. Crystallographers often use the opposite sign, which exchanges $h$ and $-h$.

```lean
/-- The structure factor of a complex transmission function on a periodic grid of `N` pixels. -/
def structureFactor (f : ZMod N → ℂ) (h : ZMod N) : ℂ :=
  ∑ x, f x * ZMod.stdAddChar (-(x * h))
```

The phase profile $p$ is real, and the transmission is $e^{i e p(x)}$. Here $e$ is a real phase strength, neither the elementary charge nor the base of the exponential. If $p$ is the projected potential of an electron-microscope specimen, $e$ stands for the interaction constant.

```lean
/-- The phase object with real phase profile `p` and phase strength `e`. -/
def phaseObject (p : ZMod N → ℝ) (e : ℝ) (x : ZMod N) : ℂ :=
  Complex.exp (Complex.I * e * p x)
```

Write $F_e$ for the structure factor of this object. The asymmetry is $|F_e(h)|^2-|F_e(-h)|^2$; dividing by $N^2$ gives it as a fraction of the incident intensity.

```lean
/-- The difference of the intensities that a phase object scatters into `h` and `-h`. -/
def asymmetry (p : ZMod N → ℝ) (e : ℝ) (h : ZMod N) : ℝ :=
  ‖structureFactor (phaseObject p e) h‖ ^ 2 - ‖structureFactor (phaseObject p e) (-h)‖ ^ 2
```

## Two facts about the Fourier sum

For a real profile $r$ with structure factor $R$, conjugation changes only the sign of the exponent, so $R(-h)=\overline{R(h)}$. The proof does this term by term. The law applies to $p$ and $p^2$, but not directly to the complex transmission.

```lean
/-- Friedel's law: the structure factors of a real profile at `h` and `-h` are conjugate. -/
theorem friedel_law (r : ZMod N → ℝ) (h : ZMod N) :
    structureFactor (fun x => (r x : ℂ)) (-h) =
      conj (structureFactor (fun x => (r x : ℂ)) h) := by
  simp only [structureFactor, map_sum, map_mul, Complex.conj_ofReal]
  refine Finset.sum_congr rfl fun x _ => ?_
  rw [← AddChar.map_neg_eq_conj, mul_neg]
```

A constant transmission gives $\sum_x e^{-2\pi i xh/N}=0$ for $h\ne0$. In Lean this is the vanishing of a nontrivial character sum.

```lean
/-- A uniform background scatters nothing into a nonzero `h`. -/
theorem uniform_background {h : ZMod N} (hh : h ≠ 0) :
    structureFactor (fun _ => 1) h = 0 := by
  have := AddChar.sum_mulShift (-h) (ZMod.isPrimitive_stdAddChar N)
  simpa [structureFactor, hh] using this
```

## Expanding the amplitude

For one pixel with $p(x)=a$,

$$e^{iea}=1+iea-\tfrac12e^2a^2+O(e^3).$$

For $|ea|<1$, the Taylor bound `Complex.exp_bound` makes the remainder at most $|ea|^3$. After division by $e^2$ the error is at most $|e||a|^3$, which tends to zero. The filter `𝓝[≠] 0` means that $e$ approaches zero from either side without equalling it.

```lean
/-- The coefficient of `e²` in the transmission of a single pixel of phase `e a` is `-a² / 2`. -/
theorem pixel_second_order (a : ℝ) :
    Tendsto (fun e : ℝ => (Complex.exp (Complex.I * e * a) - 1 - Complex.I * e * a) / (e : ℂ) ^ 2)
      (𝓝[≠] 0) (𝓝 (-(a : ℂ) ^ 2 / 2)) := by
  rw [tendsto_iff_norm_sub_tendsto_zero]
  have hb : Tendsto (fun e : ℝ => |e| * |a| ^ 3) (𝓝[≠] 0) (𝓝 0) := by
    have hc : Continuous fun e : ℝ => |e| * |a| ^ 3 := continuous_abs.mul continuous_const
    have h := (hc.tendsto 0).mono_left (nhdsWithin_le_nhds (s := {0}ᶜ))
    rwa [abs_zero, zero_mul] at h
  have hs : ∀ᶠ e : ℝ in 𝓝[≠] 0, |e * a| < 1 := by
    have hc : Continuous fun e : ℝ => |e * a| := (continuous_id.mul continuous_const).abs
    have h := (hc.tendsto 0).mono_left (nhdsWithin_le_nhds (s := {0}ᶜ))
    rw [zero_mul, abs_zero] at h
    exact h.eventually_lt_const one_pos
  refine squeeze_zero' (Eventually.of_forall fun _ => norm_nonneg _) ?_ hb
  filter_upwards [hs, self_mem_nhdsWithin] with e h1 he
  have he0 : e ≠ 0 := he
  have heC : (e : ℂ) ≠ 0 := by exact_mod_cast he0
  have hz : ‖Complex.I * e * a‖ = |e| * |a| := by simp
  -- the Taylor bound for the exponential, with three terms
  have hB := Complex.exp_bound (x := Complex.I * e * a)
    (by rw [hz, ← abs_mul]; exact h1.le) (n := 3) (by norm_num)
  have hsum : ∑ m ∈ Finset.range 3, (Complex.I * e * a) ^ m / (m.factorial : ℂ) =
      1 + Complex.I * e * a - (e : ℂ) ^ 2 * a ^ 2 / 2 := by
    simp only [Finset.sum_range_succ, Finset.sum_range_zero, Nat.factorial]
    push_cast
    linear_combination ((e : ℂ) ^ 2 * a ^ 2 / 2) * Complex.I_sq
  rw [hz, hsum] at hB
  have heq : (Complex.exp (Complex.I * e * a) - 1 - Complex.I * e * a) / (e : ℂ) ^ 2
      - (-(a : ℂ) ^ 2 / 2) = (Complex.exp (Complex.I * e * a) -
        (1 + Complex.I * e * a - (e : ℂ) ^ 2 * a ^ 2 / 2)) / (e : ℂ) ^ 2 := by
    rw [eq_div_iff (pow_ne_zero 2 heC), sub_mul, div_mul_cancel₀ _ (pow_ne_zero 2 heC)]
    ring
  rw [heq, norm_div, norm_pow, Complex.norm_real, Real.norm_eq_abs,
    div_le_iff₀ (pow_pos (abs_pos.mpr he0) 2)]
  refine hB.trans ?_
  calc _ ≤ (|e| * |a|) ^ 3 * 1 :=
        mul_le_mul_of_nonneg_left (by norm_num [Nat.factorial]) (by positivity)
    _ = _ := by ring
```

Let $P$ and $Q$ be the structure factors of $p$ and $p^2$. Multiplying each pixel's expansion by its Fourier factor and summing gives, for $h\ne0$,

$$\frac{F_e(h)-ieP(h)}{e^2}\longrightarrow-\frac{Q(h)}2.$$

The constant 1 in each pixel drops out by the background lemma. The sum is finite, so the pixel limits can be added.

```lean
/-- For nonzero `h`, the amplitude beyond the first order `i e P(h)` is `-e² Q(h) / 2` up to `o(e²)`
as `e → 0`, where `P` and `Q` are the structure factors of `p` and `p²`. -/
theorem amplitude_second_order (p : ZMod N → ℝ) {h : ZMod N} (hh : h ≠ 0) :
    Tendsto (fun e : ℝ => (structureFactor (phaseObject p e) h -
        Complex.I * e * structureFactor (fun x => (p x : ℂ)) h) / (e : ℂ) ^ 2)
      (𝓝[≠] 0) (𝓝 (-structureFactor (fun x => ((p x ^ 2 : ℝ) : ℂ)) h / 2)) := by
  have hlim := tendsto_finsetSum Finset.univ (fun (x : ZMod N) _ =>
    (pixel_second_order (p x)).mul_const (ZMod.stdAddChar (-(x * h)) : ℂ))
  have hval : -structureFactor (fun x => ((p x ^ 2 : ℝ) : ℂ)) h / 2 =
      ∑ x, -(p x : ℂ) ^ 2 / 2 * ZMod.stdAddChar (-(x * h)) := by
    rw [structureFactor, ← Finset.sum_neg_distrib, Finset.sum_div]
    refine Finset.sum_congr rfl fun x _ => ?_
    push_cast
    ring
  rw [hval]
  refine hlim.congr fun e => ?_
  -- the uniform background may be subtracted, since it does not reach `h`
  rw [← sub_zero (structureFactor (phaseObject p e) h), ← uniform_background hh]
  simp only [structureFactor, phaseObject, Finset.mul_sum, ← Finset.sum_sub_distrib,
    Finset.sum_div]
  exact Finset.sum_congr rfl fun x _ => by ring
```

## Interference and the two reflections

Write $F_e(h)=ieP+e^2B$, with $B\to-Q/2$. Then

$$|F_e(h)|^2=e^2|P|^2+2e^3\,\mathrm{Im}(\overline P B)+e^4|B|^2.$$

Subtract $e^2|P|^2$ and divide by $e^3$. The last term becomes $e|B|^2\to0$, and the middle one tends to $-\mathrm{Im}(\overline PQ)=\mathrm{Im}(P\overline Q)$. In the proof, `hF` is the splitting, `hI` the expansion of the square in real and imaginary parts, and `hval` the value of the limit.

```lean
/-- For nonzero `h`, interference of the first and second orders adds `e³ Im(P(h) conj Q(h))` to the
intensity `e² |P(h)|²`, up to `o(e³)` as `e → 0`. -/
theorem intensity_third_order (p : ZMod N → ℝ) {h : ZMod N} (hh : h ≠ 0) :
    Tendsto (fun e : ℝ => (‖structureFactor (phaseObject p e) h‖ ^ 2 -
        e ^ 2 * ‖structureFactor (fun x => (p x : ℂ)) h‖ ^ 2) / e ^ 3) (𝓝[≠] 0)
      (𝓝 (structureFactor (fun x => (p x : ℂ)) h *
        conj (structureFactor (fun x => ((p x ^ 2 : ℝ) : ℂ)) h)).im) := by
  have hB := amplitude_second_order p hh
  set P := structureFactor (fun x => (p x : ℂ)) h
  set Q := structureFactor (fun x => ((p x ^ 2 : ℝ) : ℂ)) h
  have hre := (Complex.continuous_re.tendsto _).comp hB
  have him := (Complex.continuous_im.tendsto _).comp hB
  have he : Tendsto (fun e : ℝ => e) (𝓝[≠] 0) (𝓝 0) := tendsto_id.mono_left nhdsWithin_le_nhds
  have hlim := (((him.const_mul P.re).sub (hre.const_mul P.im)).const_mul 2).add
    (he.mul (hB.norm.pow 2))
  have hval : 2 * (P.re * (-Q / 2).im - P.im * (-Q / 2).re) + 0 * ‖-Q / 2‖ ^ 2 =
      (P * conj Q).im := by
    have hQ : -Q / 2 = ((-1 / 2 : ℝ) : ℂ) * Q := by push_cast; ring
    simp only [hQ, Complex.mul_re, Complex.mul_im, Complex.ofReal_re, Complex.ofReal_im,
      Complex.conj_re, Complex.conj_im]
    ring
  rw [← hval]
  refine hlim.congr' ?_
  filter_upwards [self_mem_nhdsWithin] with e he
  have he0 : e ≠ 0 := he
  have heC : (e : ℂ) ≠ 0 := by exact_mod_cast he0
  simp only [Function.comp_apply]
  -- split the amplitude into its first order and the rest `B`
  have hF : structureFactor (phaseObject p e) h = Complex.I * e * P + ((e ^ 2 : ℝ) : ℂ) *
      ((structureFactor (phaseObject p e) h - Complex.I * e * P) / (e : ℂ) ^ 2) := by
    rw [Complex.ofReal_pow, ← mul_div_assoc, mul_div_cancel_left₀ _ (pow_ne_zero 2 heC)]
    ring
  have hI : ∀ B : ℂ, ‖Complex.I * e * P + ((e ^ 2 : ℝ) : ℂ) * B‖ ^ 2 =
      e ^ 2 * ‖P‖ ^ 2 + 2 * e ^ 3 * (P.re * B.im - P.im * B.re) + e ^ 4 * ‖B‖ ^ 2 := by
    intro B
    simp only [Complex.sq_norm, Complex.normSq_apply, Complex.add_re, Complex.add_im,
      Complex.mul_re, Complex.mul_im, Complex.I_re, Complex.I_im, Complex.ofReal_re,
      Complex.ofReal_im]
    ring
  have hJ := hI ((structureFactor (phaseObject p e) h - Complex.I * e * P) / (e : ℂ) ^ 2)
  rw [← hF] at hJ
  rw [eq_div_iff (pow_ne_zero 3 he0)]
  linear_combination -hJ
```

At $-h$, Friedel's law replaces $P$ and $Q$ by their conjugates. The quadratic term is unchanged and the cubic coefficient changes sign. Subtraction gives, for every real $p$ and every $h\ne0$,

$$\frac{|F_e(h)|^2-|F_e(-h)|^2}{e^3}\longrightarrow2\,\mathrm{Im}\bigl(P(h)\overline{Q(h)}\bigr).$$

```lean
/-- For nonzero `h`, the Friedel asymmetry of a weak phase object divided by `e³` tends to
`2 Im(P(h) conj Q(h))`, where `P` and `Q` are the structure factors of `p` and `p²`. -/
theorem friedel_asymmetry (p : ZMod N → ℝ) {h : ZMod N} (hh : h ≠ 0) :
    Tendsto (fun e : ℝ => asymmetry p e h / e ^ 3) (𝓝[≠] 0)
      (𝓝 (2 * (structureFactor (fun x => (p x : ℂ)) h *
        conj (structureFactor (fun x => ((p x ^ 2 : ℝ) : ℂ)) h)).im)) := by
  have hlim := (intensity_third_order p hh).sub (intensity_third_order p (neg_ne_zero.mpr hh))
  -- Friedel's law for `p` and `p²` relates the two reflections
  rw [friedel_law p h, friedel_law (fun x => p x ^ 2) h] at hlim
  convert hlim using 2
  · rw [RCLike.norm_conj, asymmetry]
    ring
  · simp only [Complex.mul_im, Complex.conj_re, Complex.conj_im]
    ring
```

The linear weak-phase approximation of electron diffraction replaces the transmission by $1+iep(x)$, and so gives equal intensities at $h$ and $-h$. The limit supplies the third-order term of the asymmetry that this approximation misses, for a single slice on a one-dimensional grid. Using it as an estimate for a real specimen assumes small phase shifts and pure phase multiplication, without propagation or absorption inside the specimen.

## Profiles with no asymmetry

Suppose $p(c-x)=p(x)$ for some $c$. Substituting $c-x$ for $x$ gives $F_e(-h)=e^{2\pi i ch/N}F_e(h)$, so the intensities agree at every $e$.

```lean
/-- A phase profile with an inversion centre has no Friedel asymmetry at any phase strength. -/
theorem asymmetry_eq_zero_of_centrosymmetric (p : ZMod N → ℝ) (c : ZMod N)
    (hp : ∀ x, p (c - x) = p x) (e : ℝ) (h : ZMod N) : asymmetry p e h = 0 := by
  have hF : structureFactor (phaseObject p e) (-h) =
      ZMod.stdAddChar (c * h) * structureFactor (phaseObject p e) h := by
    simp only [structureFactor, Finset.mul_sum]
    rw [← (Equiv.subLeft c).sum_comp]
    refine Finset.sum_congr rfl fun x _ => ?_
    have hx : -((c - x) * -h) = c * h + -(x * h) := by ring
    simp only [Equiv.subLeft_apply, phaseObject, hp, hx, AddChar.map_add_eq_mul]
    ring
  rw [asymmetry, hF, norm_mul, AddChar.norm_apply, one_mul, sub_self]
```

Suppose instead that $p$ takes only the values $a$ and $b$. With $A=e^{iea}$, $B=e^{ieb}$ and a real mask $s$ equal to 0 or 1, the transmission is $A+(B-A)s(x)$. For $h\ne0$ the background vanishes, and Friedel's law for $s$ gives equal intensities. For $h=0$ the two reflections coincide.

```lean
/-- A phase profile with only two levels has no Friedel asymmetry at any phase strength. -/
theorem asymmetry_eq_zero_of_two_levels (p : ZMod N → ℝ) (a b : ℝ)
    (hp : ∀ x, p x = a ∨ p x = b) (e : ℝ) (h : ZMod N) : asymmetry p e h = 0 := by
  by_cases hh : h = 0
  · simp [asymmetry, hh]
  -- the object is a background plus a complex multiple of a real mask `s`
  let s : ZMod N → ℝ := fun x => if p x = a then 0 else 1
  let A := Complex.exp (Complex.I * e * a)
  let B := Complex.exp (Complex.I * e * b)
  have hs : ∀ x, phaseObject p e x = A * 1 + (B - A) * (s x : ℂ) := by
    intro x
    by_cases hx : p x = a
    · simp [phaseObject, s, A, hx]
    · have hb : p x = b := (hp x).resolve_left hx
      have hsx : s x = 1 := if_neg hx
      rw [hsx, phaseObject, hb]
      push_cast
      ring
  have hF : ∀ k : ZMod N, k ≠ 0 → structureFactor (phaseObject p e) k =
      (B - A) * structureFactor (fun x => (s x : ℂ)) k := by
    intro k hk
    have h1 : structureFactor (phaseObject p e) k = A * structureFactor (fun _ => 1) k +
        (B - A) * structureFactor (fun x => (s x : ℂ)) k := by
      simp only [structureFactor, hs, Finset.mul_sum, ← Finset.sum_add_distrib]
      exact Finset.sum_congr rfl fun x _ => by ring
    rw [h1, uniform_background hk, mul_zero, zero_add]
  rw [asymmetry, hF h hh, hF (-h) (neg_ne_zero.mpr hh), friedel_law, norm_mul, norm_mul,
    RCLike.norm_conj, sub_self]
```

## A staircase with three levels

Three levels can give a nonzero cubic coefficient. Take the profile $0,1,2,0$ on four pixels.

```lean
/-- The phase profile `0, 1, 2, 0` on four pixels. -/
def staircase (x : ZMod 4) : ℝ := if x = 1 then 1 else if x = 2 then 2 else 0
```

At $h=1$ the Fourier factors for $x=1,2$ are $-i$ and $-1$, so $P=-2-i$ and $Q=-4-i$. Then $P\overline Q=9+2i$, and the limit is $4$, or $1/4$ as a fraction of the incident intensity. The proof evaluates the characters and both sums, then applies the general theorem.

```lean
/-- For the profile `0, 1, 2, 0` the asymmetry at `h = 1` divided by `e³` tends to `4`. -/
theorem staircase_asymmetry :
    Tendsto (fun e : ℝ => asymmetry staircase e 1 / e ^ 3) (𝓝[≠] 0) (𝓝 4) := by
  have hlim := friedel_asymmetry staircase (h := 1) (by decide)
  have k : (ZMod.stdAddChar (1 : ZMod 4) : ℂ) = Complex.I := by
    have h := ZMod.stdAddChar_coe (N := 4) 1
    have harg : 2 * (Real.pi : ℂ) * Complex.I * ((1 : ℤ) : ℂ) / ((4 : ℕ) : ℂ) =
        (Real.pi : ℂ) / 2 * Complex.I := by push_cast; ring
    rw [harg, Complex.exp_mul_I, Complex.cos_pi_div_two, Complex.sin_pi_div_two] at h
    simpa using h
  have k1 : (ZMod.stdAddChar (-1 : ZMod 4) : ℂ) = -Complex.I := by
    rw [AddChar.map_neg_eq_conj, k, Complex.conj_I]
  have k2 : (ZMod.stdAddChar (-2 : ZMod 4) : ℂ) = -1 := by
    rw [show (-2 : ZMod 4) = 1 + 1 by decide, AddChar.map_add_eq_mul, k, Complex.I_mul_I]
  have hsum : ∀ f : ZMod 4 → ℂ, ∑ x, f x = f 0 + f 1 + f 2 + f 3 := fun f => Fin.sum_univ_four f
  have v0 : staircase 0 = 0 := by rw [staircase, if_neg (by decide), if_neg (by decide)]
  have v1 : staircase 1 = 1 := by rw [staircase, if_pos rfl]
  have v2 : staircase 2 = 2 := by rw [staircase, if_neg (by decide), if_pos rfl]
  have v3 : staircase 3 = 0 := by rw [staircase, if_neg (by decide), if_neg (by decide)]
  have hP : structureFactor (fun x => (staircase x : ℂ)) 1 = -2 - Complex.I := by
    rw [structureFactor, hsum]
    simp only [v0, v1, v2, v3, mul_one, k1, k2]
    push_cast
    ring
  have hQ : structureFactor (fun x => ((staircase x ^ 2 : ℝ) : ℂ)) 1 = -4 - Complex.I := by
    rw [structureFactor, hsum]
    simp only [v0, v1, v2, v3, mul_one, k1, k2]
    push_cast
    ring
  have hval : 2 * ((-2 - Complex.I) * conj (-4 - Complex.I)).im = 4 := by
    norm_num [Complex.mul_im, Complex.conj_re, Complex.conj_im]
  rwa [hP, hQ, hval] at hlim

end

end FriedelPhaseObject
```

```lean
#print axioms FriedelPhaseObject.friedel_asymmetry
#print axioms FriedelPhaseObject.asymmetry_eq_zero_of_centrosymmetric
#print axioms FriedelPhaseObject.asymmetry_eq_zero_of_two_levels
#print axioms FriedelPhaseObject.staircase_asymmetry
```

```
'FriedelPhaseObject.friedel_asymmetry' depends on axioms: [propext, Classical.choice, Quot.sound]
'FriedelPhaseObject.asymmetry_eq_zero_of_centrosymmetric' depends on axioms: [propext, Classical.choice, Quot.sound]
'FriedelPhaseObject.asymmetry_eq_zero_of_two_levels' depends on axioms: [propext, Classical.choice, Quot.sound]
'FriedelPhaseObject.staircase_asymmetry' depends on axioms: [propext, Classical.choice, Quot.sound]
```
